# Commutators of the Fock operator with excitation strings

A formal statement about creation and annihilation operators must first settle what these operators are. They could be built as explicit maps on a Fock space, or they could be any elements of an algebra that satisfy the anticommutation relations. We take the second course, because the commutators below need only the relations. No vacuum, inner product or particle number enters, and the star in $a_p^*$ is part of a name: it is not assumed that $a_p^*$ is the adjoint of $a_p$.

## The claim and its derivation

Let $p, q, \dots$ label finitely many spin orbitals, called orbitals for short throughout, and let $a_p^*$ and $a_p$ be elements of an associative real algebra with unit. With $\{X,Y\} = XY + YX$, they satisfy

$$\{a_p, a_q^*\} = \delta_{pq}, \qquad \{a_p^*, a_q^*\} = 0, \qquad \{a_p, a_q\} = 0 .$$

Give each orbital a real energy $\varepsilon_p$ and set $F = \sum_p \varepsilon_p\, a_p^* a_p$. With $[X,Y] = XY - YX$, the claim is

$$[F, a_q^*] = \varepsilon_q a_q^*, \qquad [F, a_q] = -\varepsilon_q a_q,$$

$$[F, a_a^* a_b^* a_j a_i] = (\varepsilon_a + \varepsilon_b - \varepsilon_i - \varepsilon_j)\, a_a^* a_b^* a_j a_i .$$

**Single operators.** Adding and subtracting $a_p^* a_q^* a_p$ turns the commutator with one number operator into anticommutators:

$$[a_p^* a_p, a_q^*] = a_p^*\{a_p, a_q^*\} - \{a_p^*, a_q^*\}\,a_p = \delta_{pq}\, a_p^* .$$

For an annihilator we add and subtract $a_p^* a_q a_p$ instead:

$$[a_p^* a_p, a_q] = a_p^*\{a_p, a_q\} - \{a_q, a_p^*\}\,a_p = -\delta_{pq}\, a_p .$$

Multiplying by $\varepsilon_p$ and summing over $p$ leaves only the term $p = q$, which gives the first two formulas.

**Products.** Suppose $[F,X] = xX$ and $[F,Y] = yY$ with real $x$ and $y$. The Leibniz rule gives

$$[F, XY] = [F,X]\,Y + X\,[F,Y] = (x+y)\,XY .$$

Energies therefore add under multiplication. Each creator contributes $+\varepsilon$ and each annihilator $-\varepsilon$. For $a_a^* a_b^* a_j a_i$ the sum is $\varepsilon_a + \varepsilon_b - \varepsilon_j - \varepsilon_i$, as claimed. The same argument covers a string of any length.

**The doubles equation.** Choose a set occ of occupied and a set virt of virtual orbitals. For real amplitudes $t_{abij}$ let

$$T = \tfrac14 \sum_{a,b \in \mathrm{virt}}\ \sum_{i,j \in \mathrm{occ}} t_{abij}\, a_a^* a_b^* a_j a_i ,$$

and let $V$ be the operator of the same form with amplitudes $v_{abij}$. Since the commutator is linear, $[F,T]$ is again of this form, with amplitudes $t_{abij}(\varepsilon_a + \varepsilon_b - \varepsilon_i - \varepsilon_j)$. Suppose that every occupied energy lies below every virtual one. Then $D_{abij} = \varepsilon_i + \varepsilon_j - \varepsilon_a - \varepsilon_b$ is negative, so we may set $t_{abij} = v_{abij}/D_{abij}$. The amplitude of $[F,T]$ becomes $-D_{abij}\,t_{abij} = -v_{abij}$, and hence $[F,T] + V = 0$.

If the orbitals are the canonical spin orbitals of a Hartree–Fock determinant, with $\varepsilon_p$ their orbital energies and $v_{abij} = \langle ab \| ij \rangle$ the antisymmetrised two-electron integrals, taken to be real, these are the first-order doubles amplitudes of Møller–Plesset perturbation theory, which also serve as a common starting guess for coupled-cluster iterations.

## The formal development

The orbitals form a type `ι`, and the operators live in a ring `A`.

```lean
import Mathlib

open Matrix

namespace FockExcitationEnergies

noncomputable section

variable {ι A : Type*} [Ring A]
```

The modelling choice becomes a structure with three fields, one for each family of relations. The functions `cr` and `an` send an orbital `p` to $a_p^*$ and $a_p$. The Kronecker delta is written as `if p = q then 1 else 0`, where `1` is the unit of the algebra.

```lean
/-- The canonical anticommutation relations for creators `cr p` and annihilators `an p`. -/
structure IsCAR [DecidableEq ι] (cr an : ι → A) : Prop where
  mixed : ∀ p q, an p * cr q + cr q * an p = if p = q then 1 else 0
  creators : ∀ p q, cr p * cr q + cr q * cr p = 0
  annihilators : ∀ p q, an p * an q + an q * an p = 0
```

The commutator is defined explicitly, which fixes its sign convention.

```lean
/-- The commutator `[X, Y] = X Y - Y X`. -/
def comm (X Y : A) : A := X * Y - Y * X
```

From here on `A` is also an algebra over the real numbers, so that orbital energies can multiply operators; this multiplication is written `•`. Operators on a complex Fock space are included, since a complex algebra is also a real one, but energies and amplitudes remain real. The Fock operator is diagonal by definition. A Fock matrix with off-diagonal elements would first have to be brought to this form by a change of orbitals.

```lean
variable [Algebra ℝ A]

/-- The diagonal Fock operator `F = ∑ eps_p a_p* a_p` with orbital energies `eps`. -/
def fock [Fintype ι] (eps : ι → ℝ) (cr an : ι → A) : A :=
  ∑ p, eps p • (cr p * an p)
```

The doubles operator carries the usual factor $\tfrac14$ and takes its amplitudes in the order `t a b i j`. Nothing requires them to be antisymmetric in $a,b$ or in $i,j$. The sets `occ` and `virt` are arbitrary finite sets of orbitals and need not together exhaust `ι`.

```lean
/-- The doubles operator `(1/4) ∑ t_abij a_a* a_b* a_j a_i`, with `a, b` running over the
virtual and `i, j` over the occupied orbitals. -/
def doubles (cr an : ι → A) (occ virt : Finset ι) (t : ι → ι → ι → ι → ℝ) : A :=
  (1 / 4 : ℝ) • ∑ a ∈ virt, ∑ b ∈ virt, ∑ i ∈ occ, ∑ j ∈ occ,
    t a b i j • (cr a * cr b * an j * an i)
```

### Energies add

The first lemma is the product step. Its hypotheses say that `X` and `Y` are each multiplied by a number under the commutator with `F`, and here `F` may be any element of the algebra. The Leibniz rule follows by expanding both sides with `noncomm_ring`, which respects the order of factors. The final rewriting inserts the two hypotheses and collects the scalars.

```lean
/-- If `F` shifts by the energy `x` under `X` and by `y` under `Y`, in the sense of
`[F, X] = x X` and `[F, Y] = y Y`, then `[F, X Y] = (x + y) X Y`. -/
theorem comm_mul_of_energy {F X Y : A} {x y : ℝ}
    (hX : comm F X = x • X) (hY : comm F Y = y • Y) :
    comm F (X * Y) = (x + y) • (X * Y) := by
  -- the Leibniz rule for the commutator
  have leibniz : comm F (X * Y) = comm F X * Y + X * comm F Y := by
    unfold comm
    noncomm_ring
  rw [leibniz, hX, hY, smul_mul_assoc, mul_smul_comm, ← add_smul]
```

Induction extends this to a product over a list. The empty product is the unit, which commutes with everything and has energy zero. A longer list splits into its first factor and the rest, to which the previous lemma applies.

```lean
/-- In a product of operators `f p` with `[F, f p] = w_p f p`, the energies `w_p` add up. -/
theorem comm_list_prod {F : A} {f : ι → A} {w : ι → ℝ}
    (h : ∀ p, comm F (f p) = w p • f p) (l : List ι) :
    comm F (l.map f).prod = (l.map w).sum • (l.map f).prod := by
  induction l with
  | nil => simp [comm]
  | cons p l ih =>
    simp only [List.map_cons, List.prod_cons, List.sum_cons]
    exact comm_mul_of_energy (h p) ih
```

### The ladder commutators

For a creator, the auxiliary statement `key` evaluates a single summand of $[F, a_q^*]$. The identity `e` inside it is the regrouping into anticommutators derived above. Substituting `h.mixed p q` and `h.creators p q` leaves either $\varepsilon_q a_q^*$ or zero, according to whether $p = q$. The remaining lines move the commutator inside the sum over $p$ and pick out the one surviving term.

```lean
variable [Fintype ι] [DecidableEq ι] {cr an : ι → A}

/-- A creator obeys `[F, a_q*] = eps_q a_q*`. -/
theorem fock_comm_creator (h : IsCAR cr an) (eps : ι → ℝ) (q : ι) :
    comm (fock eps cr an) (cr q) = eps q • cr q := by
  have key : ∀ p, (eps p • (cr p * an p)) * cr q - cr q * (eps p • (cr p * an p))
      = if p = q then eps q • cr q else 0 := by
    intro p
    -- both terms are expressed through anticommutators
    have e : cr p * an p * cr q - cr q * (cr p * an p)
        = cr p * (an p * cr q + cr q * an p) - (cr p * cr q + cr q * cr p) * an p := by
      noncomm_ring
    rw [smul_mul_assoc, mul_smul_comm, ← smul_sub, e, h.mixed p q, h.creators p q]
    by_cases hpq : p = q <;> simp [hpq]
  unfold comm fock
  rw [Finset.sum_mul, Finset.mul_sum, ← Finset.sum_sub_distrib,
    Finset.sum_congr rfl (fun p _ => key p)]
  simp
```

The annihilator is treated in the same way. The mixed anticommutator now appears with its indices exchanged, as `h.mixed q p`, and with a minus sign in front, which is the source of the negative energy.

```lean
/-- An annihilator obeys `[F, a_q] = -eps_q a_q`. -/
theorem fock_comm_annihilator (h : IsCAR cr an) (eps : ι → ℝ) (q : ι) :
    comm (fock eps cr an) (an q) = (-eps q) • an q := by
  have key : ∀ p, (eps p • (cr p * an p)) * an q - an q * (eps p • (cr p * an p))
      = if p = q then (-eps q) • an q else 0 := by
    intro p
    have e : cr p * an p * an q - an q * (cr p * an p)
        = cr p * (an p * an q + an q * an p) - (an q * cr p + cr p * an q) * an p := by
      noncomm_ring
    rw [smul_mul_assoc, mul_smul_comm, ← smul_sub, e, h.mixed q p, h.annihilators p q]
    by_cases hpq : p = q
    · simp [hpq]
    · simp [hpq, Ne.symm hpq]
  unfold comm fock
  rw [Finset.sum_mul, Finset.mul_sum, ← Finset.sum_sub_distrib,
    Finset.sum_congr rfl (fun p _ => key p)]
  simp
```

### Strings and double excitations

The general string is given by two lists: `created` for the creators on the left and `removed` for the annihilators on the right. Both are read from left to right, so the double excitation $a_a^* a_b^* a_j a_i$ has the lists $a, b$ and $j, i$. The lists may differ in length, so strings that change the particle number are included. They may also contain repetitions; a repeated creator makes the string vanish, and the equation then reads $0 = 0$.

The proof applies the list lemma to each half and the product lemma to the two together. The auxiliary `neg_sum` takes the minus sign out of the sum of annihilator energies.

```lean
/-- For a string of creators followed by annihilators, of any lengths, the commutator with `F`
multiplies the string by the created minus the annihilated orbital energies. -/
theorem fock_comm_string (h : IsCAR cr an) (eps : ι → ℝ) (created removed : List ι) :
    comm (fock eps cr an) ((created.map cr).prod * (removed.map an).prod)
      = ((created.map eps).sum - (removed.map eps).sum) •
        ((created.map cr).prod * (removed.map an).prod) := by
  have neg_sum : ∀ l : List ι, (l.map (fun p => -eps p)).sum = -(l.map eps).sum := by
    intro l
    induction l with
    | nil => simp
    | cons p l ih =>
      simp only [List.map_cons, List.sum_cons, ih]
      ring
  have e := comm_mul_of_energy (comm_list_prod (fock_comm_creator h eps) created)
    (comm_list_prod (fock_comm_annihilator h eps) removed)
  rw [neg_sum, ← sub_eq_add_neg] at e
  exact e
```

The double excitation is proved directly, by three nested uses of the product lemma that follow the way Lean brackets the four factors. This produces the energies in the order $a, b, j, i$, and `w` rearranges them into the customary form.

```lean
/-- The double excitation obeys
`[F, a_a* a_b* a_j a_i] = (eps_a + eps_b - eps_i - eps_j) a_a* a_b* a_j a_i`. -/
theorem fock_comm_double (h : IsCAR cr an) (eps : ι → ℝ) (a b i j : ι) :
    comm (fock eps cr an) (cr a * cr b * an j * an i)
      = (eps a + eps b - eps i - eps j) • (cr a * cr b * an j * an i) := by
  have e := comm_mul_of_energy (comm_mul_of_energy (comm_mul_of_energy
    (fock_comm_creator h eps a) (fock_comm_creator h eps b))
    (fock_comm_annihilator h eps j)) (fock_comm_annihilator h eps i)
  have w : eps a + eps b - eps i - eps j = eps a + eps b + -eps j + -eps i := by ring
  rw [w]
  exact e
```

### The doubles operator and the first-order equation

The next theorem says that the commutator with $F$ maps doubles operators to doubles operators, multiplying each amplitude by its orbital-energy difference. The two auxiliary facts `hsmul` and `hsum` express linearity in the second entry. With them the commutator passes through the factor $\tfrac14$ and the four sums until it reaches a single string, where `fock_comm_double` applies. No energy gap is needed here.

```lean
/-- The commutator of `F` with a doubles operator is the doubles operator whose amplitudes are
multiplied by `eps_a + eps_b - eps_i - eps_j`. -/
theorem fock_comm_doubles (h : IsCAR cr an) (eps : ι → ℝ) (occ virt : Finset ι)
    (t : ι → ι → ι → ι → ℝ) :
    comm (fock eps cr an) (doubles cr an occ virt t)
      = doubles cr an occ virt
        (fun a b i j => t a b i j * (eps a + eps b - eps i - eps j)) := by
  -- the commutator is linear in its second entry
  have hsmul : ∀ (r : ℝ) (X : A),
      comm (fock eps cr an) (r • X) = r • comm (fock eps cr an) X := by
    intro r X
    simp only [comm, mul_smul_comm, smul_mul_assoc, smul_sub]
  have hsum : ∀ (s : Finset ι) (f : ι → A),
      comm (fock eps cr an) (∑ k ∈ s, f k) = ∑ k ∈ s, comm (fock eps cr an) (f k) := by
    intro s f
    simp only [comm, Finset.mul_sum, Finset.sum_mul, Finset.sum_sub_distrib]
  simp only [doubles, hsmul, hsum, fock_comm_double h, smul_smul]
```

The gap enters with the solution of the equation. The hypothesis `gap` says that each orbital in `occ` has strictly lower energy than each orbital in `virt`, which also makes the two sets disjoint. The theorem shows that the stated amplitudes solve $[F,T] + V = 0$; it does not say that they are the only ones. The operator $V$ consists of double excitations alone, so the equation is not the full coupled-cluster doubles equation, in which further terms couple the amplitudes to one another.

The proof replaces $[F,T]$ by the previous theorem, merges the two fourfold sums into one and shows that every summand vanishes. In `hD`, the inequalities $\varepsilon_i < \varepsilon_a$ and $\varepsilon_j < \varepsilon_b$ are added to give $D_{abij} < 0$. The identity `e` is $(v_{abij}/D_{abij})\,D_{abij} = v_{abij}$, and `z` is the cancellation done by hand above.

```lean
/-- If every occupied orbital lies below every virtual one, the amplitudes
`v_abij / (eps_i + eps_j - eps_a - eps_b)` solve the first-order doubles equation
`[F, T] + V = 0`. -/
theorem first_order_doubles (h : IsCAR cr an) (eps : ι → ℝ) (occ virt : Finset ι)
    (gap : ∀ i ∈ occ, ∀ a ∈ virt, eps i < eps a) (v : ι → ι → ι → ι → ℝ) :
    comm (fock eps cr an) (doubles cr an occ virt
        (fun a b i j => v a b i j / (eps i + eps j - eps a - eps b)))
      + doubles cr an occ virt v = 0 := by
  rw [fock_comm_doubles h]
  unfold doubles
  rw [← smul_add]
  simp only [← Finset.sum_add_distrib, ← add_smul]
  rw [Finset.sum_eq_zero, smul_zero]
  intro a ha
  refine Finset.sum_eq_zero fun b hb => Finset.sum_eq_zero fun i hi =>
    Finset.sum_eq_zero fun j hj => ?_
  -- the gap keeps the denominator away from zero
  have hD : eps i + eps j - eps a - eps b ≠ 0 := by
    have h1 := gap i hi a ha
    have h2 := gap j hj b hb
    exact ne_of_lt (by linarith)
  have e := div_mul_cancel₀ (v a b i j) hD
  have z : v a b i j / (eps i + eps j - eps a - eps b) * (eps a + eps b - eps i - eps j)
      + v a b i j = 0 := by
    linear_combination (-1 : ℝ) * e
  rw [z, zero_smul]
```

### A concrete pair of orbitals

The anticommutation relations are a hypothesis in all the theorems about $F$, and they hold trivially in an algebra where $1 = 0$. A concrete model shows that they also have a solution of physical interest. Take two orbitals, numbered 0 and 1, and the basis $|n_0 n_1\rangle$ of occupation numbers in the order $00, 01, 10, 11$. The matrices act on column vectors as

$$a_0|10\rangle = |00\rangle,\quad a_0|11\rangle = |01\rangle,\quad a_1|01\rangle = |00\rangle,\quad a_1|11\rangle = -|10\rangle,$$

and give zero on the other basis vectors. The minus sign arises when $a_1$ is moved past the occupied orbital 0, and it makes operators of different orbitals anticommute.

```lean
/-- Annihilators of two orbitals as matrices in the occupation basis `00, 01, 10, 11`. -/
def pairAn : Fin 2 → Matrix (Fin 4) (Fin 4) ℝ :=
  ![!![0, 0, 1, 0; 0, 0, 0, 1; 0, 0, 0, 0; 0, 0, 0, 0],
    !![0, 1, 0, 0; 0, 0, 0, 0; 0, 0, 0, -1; 0, 0, 0, 0]]
```

In this model the creators are the transposes of the annihilators, so here the star really is the adjoint. The proof checks the three relations entry by entry for all pairs of orbitals. The last part of the statement concerns $a_0^* a_1$, which moves a particle from orbital 1 to orbital 0. It sends $|01\rangle$ to $|10\rangle$, so its matrix entry in row 2, column 1 (counted from zero) is 1, and the proof reads off this entry to show that the matrix is not zero.

Two orbitals are too few for a double excitation from two occupied orbitals into two different virtual ones, which takes at least four. The example therefore illustrates the relations and a single excitation, for which the string theorem gives $[F, a_0^* a_1] = (\varepsilon_0 - \varepsilon_1)\, a_0^* a_1$.

```lean
/-- The matrices `pairAn` and their transposes satisfy the anticommutation relations, and the
single excitation from orbital 1 to orbital 0 is not zero. -/
theorem isCAR_witness :
    IsCAR (fun p => (pairAn p)ᵀ) pairAn ∧ (pairAn 0)ᵀ * pairAn 1 ≠ 0 := by
  refine ⟨⟨?_, ?_, ?_⟩, ?_⟩
  iterate 3
    · intro p q
      fin_cases p <;> fin_cases q <;> ext i j <;> fin_cases i <;> fin_cases j <;>
        simp [pairAn, Matrix.mul_apply, Fin.sum_univ_succ, -Matrix.cons_mul]
  · intro h
    have e := congrFun (congrFun h 2) 1
    simp [pairAn, Matrix.mul_apply, Fin.sum_univ_succ] at e

end

end FockExcitationEnergies
```

```lean
#print axioms FockExcitationEnergies.fock_comm_string
#print axioms FockExcitationEnergies.first_order_doubles
```

```
'FockExcitationEnergies.fock_comm_string' depends on axioms: [propext, Classical.choice, Quot.sound]
'FockExcitationEnergies.first_order_doubles' depends on axioms: [propext, Classical.choice, Quot.sound]
```
